# Averaging the Trotter product over all orders removes its t² error

Suppose that a quantum simulator is to evolve a spin system under H = H_0 + … + H_{L−1}, but can apply only one term at a time. If the terms don't commute, the result of a short step depends on their order. Does averaging over the orders reduce the error?

Set A_k = −iH_k, with ħ = 1, and S = Σ_k A_k. The exact step is exp(tS). One fixed order generally misses it at order t², while the uniform average over all L! orders agrees with it up to O(t³). This concerns a single step of product-formula simulation with finite matrices, and the quantity averaged is the evolution operator.

The matrices A_k below are arbitrary complex square matrices. Hermitian H_k give the special case of skew-Hermitian A_k. Their norm is the largest absolute row sum; in finite dimension another norm would change only the constants.

```lean
import Mathlib

open Asymptotics Filter Topology
open scoped Matrix.Norms.Operator

namespace RandomizedTrotter

noncomputable section

variable {n : Type*} [Fintype n] [DecidableEq n] {L : ℕ}
```

## The product, its commutators and the average

The factors are numbered from 0, as in Lean. For a family `A : Fin L → Matrix n n ℂ`, the fixed-order product is

P(t) = exp(tA_0) exp(tA_1) ⋯ exp(tA_{L−1}).

The rightmost factor acts first on a state. An empty product is 1.

```lean
/-- The Trotter product `exp(t A_0) ⋯ exp(t A_{L-1})`, with the factors in the listed order. -/
def orderedProduct (A : Fin L → Matrix n n ℂ) (t : ℝ) : Matrix n n ℂ :=
  (List.ofFn fun k => NormedSpace.exp (t • A k)).prod
```

The order dependence will be carried by

C = Σ_{i<j} [A_i, A_j].

```lean
/-- The sum of the commutators `[A_i, A_j]` over all pairs `i < j`. -/
def commutatorSum (A : Fin L → Matrix n n ℂ) : Matrix n n ℂ :=
  ∑ i, ∑ j, if i < j then A i * A j - A j * A i else 0
```

A permutation g reorders the family to `A ∘ g`. The average is

R(t) = (1/L!) Σ_g exp(tA_{g(0)}) ⋯ exp(tA_{g(L−1)}).

R(t) is a mean of matrices and need not be unitary. A device that draws a random order in each run produces a mixture of unitary evolutions, whose error on density matrices is a separate question.

```lean
/-- The average of the Trotter products over all `L!` orderings of the factors. -/
def randomizedProduct (A : Fin L → Matrix n n ℂ) (t : ℝ) : Matrix n n ℂ :=
  (L.factorial : ℝ)⁻¹ • ∑ g : Equiv.Perm (Fin L), orderedProduct (A ∘ g) t
```

## Expansion to second order

In each estimate, `=O[𝓝 0] fun t => t ^ 3` says that the norm of the error is at most c|t|³ for real t near 0. The constant c may depend on the matrices and on L. For one factor,

exp(tX) = 1 + tX + t²X²/2 + O(t³).

Lean takes the remainder bound from the power series of the exponential and uses ‖tX‖³ = |t|³‖X‖³.

```lean
/-- The exponential `exp(tX)` is `1 + tX + t²X²/2` up to an error of third order in `t`. -/
theorem exp_second_order (X : Matrix n n ℂ) :
    (fun t : ℝ => NormedSpace.exp (t • X) - (1 + t • X + t ^ 2 • ((1 / 2 : ℝ) • X ^ 2)))
      =O[𝓝 0] fun t => t ^ 3 := by
  have h : HasFPowerSeriesAt (NormedSpace.exp : Matrix n n ℂ → Matrix n n ℂ)
      (NormedSpace.expSeries ℝ (Matrix n n ℂ)) 0 := NormedSpace.exp_hasFPowerSeriesAt_zero
  have hc : Continuous fun t : ℝ => t • X := continuous_id.smul continuous_const
  have hX : Tendsto (fun t : ℝ => t • X) (𝓝 0) (𝓝 0) := hc.tendsto' 0 0 (zero_smul ℝ X)
  have h4 := (h.isBigO_sub_partialSum_pow 3).comp_tendsto hX
  have h5 : (fun t : ℝ => ‖t • X‖ ^ 3) =O[𝓝 0] fun t => t ^ 3 := by
    refine IsBigO.of_bound (‖X‖ ^ 3) (Eventually.of_forall fun t => ?_)
    simp only [norm_mul, norm_pow, norm_norm, norm_smul, mul_pow]
    exact le_of_eq (by ring)
  refine (h4.trans h5).congr_left fun t => ?_
  -- the first three terms of the exponential series
  have e : (NormedSpace.expSeries ℝ (Matrix n n ℂ)).partialSum 3 (t • X)
      = 1 + t • X + t ^ 2 • ((1 / 2 : ℝ) • X ^ 2) := by
    simp only [FormalMultilinearSeries.partialSum, Finset.sum_range_succ,
      Finset.sum_range_zero, NormedSpace.expSeries_apply_eq, smul_pow, Nat.factorial,
      pow_zero, pow_one]
    push_cast
    module
  show NormedSpace.exp (0 + t • X) - _ = _
  rw [zero_add, ← e]
  rfl
```

Let f = p + O(t³) and g = q + O(t³), where p = 1 + ta + t²b and q = 1 + tc + t²d. Then

fg − pq = (f − p)g + p(g − q) = O(t³),

because g and p stay bounded near 0. Moreover,

pq = 1 + t(a + c) + t²(b + ac + d) + t³(ad + bc) + t⁴bd.

The last two terms are absorbed into the error.

```lean
/-- If `f` is `1 + ta + t²b` and `g` is `1 + tc + t²d`, each up to an error of third order in `t`,
then `fg` is `1 + t(a + c) + t²(b + ac + d)` up to an error of third order. -/
theorem second_order_mul {f g : ℝ → Matrix n n ℂ} {a b c d : Matrix n n ℂ}
    (hf : (fun t => f t - (1 + t • a + t ^ 2 • b)) =O[𝓝 0] fun t => t ^ 3)
    (hg : (fun t => g t - (1 + t • c + t ^ 2 • d)) =O[𝓝 0] fun t => t ^ 3) :
    (fun t => f t * g t - (1 + t • (a + c) + t ^ 2 • (b + a * c + d)))
      =O[𝓝 0] fun t => t ^ 3 := by
  have bd : ∀ p : ℝ → Matrix n n ℂ, Continuous p → p =O[𝓝 0] fun _ => (1 : ℝ) :=
    fun p hp => (hp.tendsto 0).isBigO_one ℝ
  have t1 : (fun t : ℝ => t ^ 3) =O[𝓝 0] fun _ => (1 : ℝ) :=
    ((continuous_pow 3).tendsto (0 : ℝ)).isBigO_one ℝ
  have F1 := bd (fun t => 1 + t • a + t ^ 2 • b) (by fun_prop)
  have G1 := bd (fun t => 1 + t • c + t ^ 2 • d) (by fun_prop)
  have g1 : g =O[𝓝 0] fun _ => (1 : ℝ) :=
    ((hg.trans t1).add G1).congr_left fun t => sub_add_cancel _ _
  -- the terms of order three and four in the product of the two polynomials
  have r : (fun t : ℝ => t ^ 3 • (a * d + b * c + t • (b * d))) =O[𝓝 0] fun t => t ^ 3 :=
    ((isBigO_refl (fun t : ℝ => t ^ 3) (𝓝 0)).smul
      (bd (fun t => a * d + b * c + t • (b * d)) (by fun_prop))).congr
      (fun _ => rfl) (fun t => by simp)
  have m1 := (hf.mul g1).congr_right fun t => mul_one (t ^ 3)
  have m2 := (F1.mul hg).congr_right fun t => one_mul (t ^ 3)
  refine ((m1.add m2).add r).congr_left fun t => ?_
  simp only [mul_add, add_mul, sub_mul, mul_sub, smul_mul_assoc, mul_smul_comm, one_mul,
    mul_one, smul_add, smul_smul]
  module
```

Now split off the first factor. With S′ and C′ formed from the remaining ones,

S = A_0 + S′,  C = [A_0, S′] + C′.

By induction, the t² coefficient is

½A_0² + A_0S′ + ½(S′² + C′) = ½(S² + C).

```lean
/-- With `S` the sum of the generators and `C` their ordered commutator sum, the Trotter
product is `1 + tS + t²(S² + C)/2` up to an error of third order. -/
theorem orderedProduct_second_order (A : Fin L → Matrix n n ℂ) :
    (fun t : ℝ => orderedProduct A t -
      (1 + t • ∑ k, A k + t ^ 2 • ((1 / 2 : ℝ) • ((∑ k, A k) ^ 2 + commutatorSum A))))
      =O[𝓝 0] fun t => t ^ 3 := by
  induction L with
  | zero => simp [orderedProduct, commutatorSum, isBigO_zero]
  | succ L ih =>
    -- split off the first factor
    refine (second_order_mul (exp_second_order (A 0))
      (ih fun k => A k.succ)).congr_left fun t => ?_
    have hp : orderedProduct A t
        = NormedSpace.exp (t • A 0) * orderedProduct (fun k => A k.succ) t := by
      simp [orderedProduct, List.ofFn_succ]
    have hc : commutatorSum A = (A 0 * ∑ k : Fin L, A k.succ - (∑ k : Fin L, A k.succ) * A 0)
        + commutatorSum fun k => A k.succ := by
      simp [commutatorSum, Fin.sum_univ_succ, Finset.mul_sum, Finset.sum_mul,
        Finset.sum_sub_distrib]
    rw [hp, hc, Fin.sum_univ_succ]
    simp only [pow_two, mul_add, add_mul]
    module
```

Subtracting exp(tS) = 1 + tS + t²S²/2 + O(t³) leaves

P(t) − exp(tS) = (t²/2)C + O(t³).

```lean
/-- One fixed order of the factors has the second-order error `(t²/2) ∑_{i<j} [A_i, A_j]`,
up to terms of third order. -/
theorem fixed_order_error (A : Fin L → Matrix n n ℂ) :
    (fun t : ℝ => orderedProduct A t - NormedSpace.exp (t • ∑ k, A k)
      - (t ^ 2 / 2) • commutatorSum A) =O[𝓝 0] fun t => t ^ 3 := by
  refine ((orderedProduct_second_order A).sub
    (exp_second_order (∑ k, A k))).congr_left fun t => ?_
  module
```

## Cancellation by reversal

Reversing the order turns the condition i < j into j < i. Exchanging the names i and j then turns each commutator into its negative, so C becomes −C.

```lean
omit [DecidableEq n] in
/-- Reversing the order of the factors changes the sign of the commutator sum. -/
theorem commutatorSum_rev (A : Fin L → Matrix n n ℂ) :
    commutatorSum (A ∘ Fin.rev) = -commutatorSum A := by
  have h : commutatorSum (A ∘ Fin.rev)
      = ∑ i, ∑ j, if j < i then A i * A j - A j * A i else 0 := by
    refine Fintype.sum_equiv Fin.revPerm _ _ fun i =>
      Fintype.sum_equiv Fin.revPerm _ _ fun j => ?_
    simp [Fin.rev_lt_rev]
  rw [h, Finset.sum_comm]
  simp only [commutatorSum, ← Finset.sum_neg_distrib]
  refine Finset.sum_congr rfl fun i _ => Finset.sum_congr rfl fun j _ => ?_
  split_ifs <;> simp
```

The mean of one order and its reversal therefore already has an O(t³) error.

```lean
/-- The average of a Trotter product and the product in reversed order agrees with the exact
exponential up to an error of third order. -/
theorem forward_reverse_average (A : Fin L → Matrix n n ℂ) :
    (fun t : ℝ => (1 / 2 : ℝ) • (orderedProduct A t + orderedProduct (A ∘ Fin.rev) t)
      - NormedSpace.exp (t • ∑ k, A k)) =O[𝓝 0] fun t => t ^ 3 := by
  have hS : ∑ k, (A ∘ Fin.rev) k = ∑ k, A k := Equiv.sum_comp Fin.revPerm A
  have h := fixed_order_error (A ∘ Fin.rev)
  rw [hS, commutatorSum_rev] at h
  refine (((fixed_order_error A).add h).const_smul_left (1 / 2 : ℝ)).congr_left fun t => ?_
  simp only [Pi.smul_apply]
  module
```

For the full average, reversal pairs the orders:

Σ_g C(A∘g) = Σ_g C(A∘g∘rev) = −Σ_g C(A∘g),

so the sum is zero.

The Lean device here is `Fintype.sum_equiv`, which equates two finite sums once a bijection matches their terms. The bijection is `Equiv.mulRight Fin.revPerm`, which sends g to g∘rev. No set of representative pairs has to be chosen, and L = 0 and L = 1, where reversal does nothing, need no separate treatment.

```lean
omit [DecidableEq n] in
/-- Summed over all orderings of the factors, the commutator sums cancel. -/
theorem sum_commutatorSum_perm (A : Fin L → Matrix n n ℂ) :
    ∑ g : Equiv.Perm (Fin L), commutatorSum (A ∘ g) = 0 := by
  -- pair each ordering with its reversal
  have h : ∑ g : Equiv.Perm (Fin L), commutatorSum (A ∘ g)
      = -∑ g : Equiv.Perm (Fin L), commutatorSum (A ∘ g) := by
    rw [← Finset.sum_neg_distrib]
    refine Fintype.sum_equiv (Equiv.mulRight Fin.revPerm) _ _ fun g => ?_
    have e : A ∘ ⇑(Equiv.mulRight Fin.revPerm g) = (A ∘ g) ∘ Fin.rev := rfl
    rw [e, commutatorSum_rev, neg_neg]
  calc ∑ g : Equiv.Perm (Fin L), commutatorSum (A ∘ g)
      = (1 / 2 : ℝ) • (∑ g : Equiv.Perm (Fin L), commutatorSum (A ∘ g)
        + ∑ g : Equiv.Perm (Fin L), commutatorSum (A ∘ g)) := by module
    _ = 0 := by rw [add_eq_zero_iff_eq_neg.mpr h, smul_zero]
```

Every order has the same S. Averaging the fixed-order estimate over g thus gives

R(t) − exp(tS) = (t²/2)(1/L!) Σ_g C(A∘g) + O(t³) = O(t³).

```lean
/-- Averaged over all orderings of the factors, the Trotter product agrees with the exact
exponential `exp(t ∑ A_i)` up to an error of third order in `t`. -/
theorem randomized_order_error (A : Fin L → Matrix n n ℂ) :
    (fun t : ℝ => randomizedProduct A t - NormedSpace.exp (t • ∑ k, A k))
      =O[𝓝 0] fun t => t ^ 3 := by
  have hs := IsBigO.sum (s := Finset.univ)
    fun (g : Equiv.Perm (Fin L)) _ => fixed_order_error (A ∘ g)
  refine (hs.const_smul_left (L.factorial : ℝ)⁻¹).congr_left fun t => ?_
  have hS : ∀ g : Equiv.Perm (Fin L), ∑ k, (A ∘ g) k = ∑ k, A k :=
    fun g => Equiv.sum_comp g A
  have hL : (L.factorial : ℝ) ≠ 0 := by positivity
  simp only [Pi.smul_apply, Finset.sum_apply, hS, Finset.sum_sub_distrib, ← Finset.smul_sum,
    sum_commutatorSum_perm, smul_zero, sub_zero, smul_sub, Finset.sum_const,
    Finset.card_univ, Fintype.card_perm, Fintype.card_fin, randomizedProduct]
  rw [← Nat.cast_smul_eq_nsmul ℝ, smul_smul, inv_mul_cancel₀ hL, one_smul]
```

## When one order is enough

If a fixed order has an O(t³) error, then (t²/2)‖C‖ ≤ ct³ for small t > 0. Hence ‖C‖ ≤ 2ct, and letting t → 0 gives C = 0. The converse is immediate from the fixed-order estimate.

```lean
/-- A single fixed order reaches third-order error exactly when its commutator sum
vanishes. -/
theorem fixed_order_third_order_iff (A : Fin L → Matrix n n ℂ) :
    ((fun t : ℝ => orderedProduct A t - NormedSpace.exp (t • ∑ k, A k))
      =O[𝓝 0] fun t => t ^ 3) ↔ commutatorSum A = 0 := by
  constructor
  · intro h
    have h1 : (fun t : ℝ => (t ^ 2 / 2) • commutatorSum A) =O[𝓝 0] fun t => t ^ 3 :=
      (h.sub (fixed_order_error A)).congr_left fun t => sub_sub_cancel _ _
    obtain ⟨c, hc⟩ := h1.bound
    -- divide by t² and let t tend to zero from above
    have hev : ∀ᶠ t in 𝓝[>] (0 : ℝ), ‖commutatorSum A‖ ≤ 2 * c * t := by
      filter_upwards [hc.filter_mono nhdsWithin_le_nhds, self_mem_nhdsWithin] with t ht hpos
      have hpos : 0 < t := hpos
      rw [norm_smul, Real.norm_of_nonneg (by positivity : (0 : ℝ) ≤ t ^ 2 / 2),
        Real.norm_of_nonneg (by positivity : (0 : ℝ) ≤ t ^ 3)] at ht
      exact le_of_mul_le_mul_left (show t ^ 2 / 2 * ‖commutatorSum A‖
        ≤ t ^ 2 / 2 * (2 * c * t) by linear_combination ht) (by positivity)
    have hcont : Continuous fun t : ℝ => 2 * c * t := by fun_prop
    have lim : Tendsto (fun t : ℝ => 2 * c * t) (𝓝[>] 0) (𝓝 0) :=
      (hcont.tendsto' 0 0 (by simp)).mono_left nhdsWithin_le_nhds
    exact norm_le_zero_iff.mp (ge_of_tendsto lim hev)
  · intro h
    simpa only [h, smul_zero, sub_zero] using fixed_order_error A
```

With only two factors, unequal weights generally leave a t² error. If two factors are taken in the order A_0, A_1 with probability w and in the reverse order with probability 1 − w, the t² error is

(w − ½)t²[A_0, A_1].

For non-commuting factors it vanishes only at w = ½. The case w = 1 is a single fixed order; for a spin one-half with A_0 = −iσ_x and A_1 = −iσ_z,

C = [−iσ_x, −iσ_z] = 2iσ_y ≠ 0.

Lean reads off the upper-right entry of C, which is 2.

```lean
/-- For a spin one-half with the generators `-iσ_x` and `-iσ_z`, the Trotter product in this
fixed order does not reach third-order error. -/
theorem pauli_fixed_order :
    ¬ ((fun t : ℝ => orderedProduct
        ![!![0, -Complex.I; -Complex.I, 0], !![-Complex.I, 0; 0, Complex.I]] t
      - NormedSpace.exp (t • ∑ k, (![!![0, -Complex.I; -Complex.I, 0],
        !![-Complex.I, 0; 0, Complex.I]] : Fin 2 → Matrix (Fin 2) (Fin 2) ℂ) k))
      =O[𝓝 0] fun t => t ^ 3) := by
  rw [fixed_order_third_order_iff]
  intro h
  have h01 := congrFun (congrFun h 0) 1
  norm_num [commutatorSum, Fin.sum_univ_succ, Matrix.mul_apply] at h01

end

end RandomizedTrotter
```

```lean
#print axioms RandomizedTrotter.forward_reverse_average
#print axioms RandomizedTrotter.randomized_order_error
#print axioms RandomizedTrotter.pauli_fixed_order
```

```
'RandomizedTrotter.forward_reverse_average' depends on axioms: [propext, Classical.choice, Quot.sound]
'RandomizedTrotter.randomized_order_error' depends on axioms: [propext, Classical.choice, Quot.sound]
'RandomizedTrotter.pauli_fixed_order' depends on axioms: [propext, Classical.choice, Quot.sound]
```
